# The PAW equation of motion with its basis-motion term conserves the norm for a Hermitian Hamiltonian

The PAW transformation is modelled as a finite complex matrix $T(t)$ that is differentiated entry by entry, and the equation of motion as a relation between the coefficient vector $u$ and its velocity $u'$ at one instant. That relation has a slot for a matrix $D$, so that the equations with and without the term for the moving basis are two cases of one definition.

```lean
import Mathlib

open Matrix

namespace PAWTimeEvolution

noncomputable section

variable {m n : Type*} [Fintype m] [Fintype n]

/-- The matrix function `T` has the derivative `T'` at time `t`, entry by entry. -/
def HasMatDeriv (T : ℝ → Matrix m n ℂ) (T' : Matrix m n ℂ) (t : ℝ) : Prop :=
  ∀ i j, HasDerivAt (fun s => T s i j) (T' i j) t

/-- The PAW overlap matrix `S = T* T` of a transformation `T`. -/
def overlap (T : Matrix m n ℂ) : Matrix n n ℂ := Tᴴ * T

/-- The squared norm `⟨u, S u⟩` of a coefficient vector `u` with overlap matrix `S`. -/
def normS (S : Matrix n n ℂ) (u : n → ℂ) : ℂ := star u ⬝ᵥ (S *ᵥ u)

/-- The equation of motion `i S u' = (H - i D) u` at one instant, with `u'` the velocity
of the coefficients and `D` a term for the motion of the basis. -/
def Evolves (S H D : Matrix n n ℂ) (u u' : n → ℂ) : Prop :=
  Complex.I • (S *ᵥ u') = H *ᵥ u - Complex.I • (D *ᵥ u)

/-- A matrix moves to the other side of the scalar product as its adjoint. -/
theorem star_mulVec_dot (A : Matrix m n ℂ) (v : n → ℂ) (w : m → ℂ) :
    star (A *ᵥ v) ⬝ᵥ w = star v ⬝ᵥ (Aᴴ *ᵥ w) := by
  rw [Matrix.star_mulVec, Matrix.dotProduct_mulVec]

omit [Fintype n] in
/-- The overlap matrix of a differentiable transformation changes at the rate
`S' = T'* T + T* T'`. -/
theorem overlap_deriv {T : ℝ → Matrix m n ℂ} {T' : Matrix m n ℂ} {t : ℝ}
    (hT : HasMatDeriv T T' t) :
    HasMatDeriv (fun s => overlap (T s)) (T'ᴴ * T t + (T t)ᴴ * T') t := by
  intro i j
  have h : HasDerivAt (fun s => ∑ k, star (T s k i) * T s k j)
      (∑ k, (star (T' k i) * T t k j + star (T t k i) * T' k j)) t :=
    HasDerivAt.fun_sum fun k _ => (hT k i).star.fun_mul (hT k j)
  simpa only [overlap, Matrix.mul_apply, Matrix.conjTranspose_apply, Matrix.add_apply,
    Finset.sum_add_distrib] using h

/-- Product rule: `⟨u, S u⟩` changes at the rate `⟨u', S u⟩ + ⟨u, S' u⟩ + ⟨u, S u'⟩`
when `S` and `u` are differentiable. -/
theorem normS_deriv {S : ℝ → Matrix n n ℂ} {S' : Matrix n n ℂ} {u : ℝ → n → ℂ}
    {u' : n → ℂ} {t : ℝ} (hS : HasMatDeriv S S' t) (hu : HasDerivAt u u' t) :
    HasDerivAt (fun s => normS (S s) (u s))
      (star u' ⬝ᵥ (S t *ᵥ u t) + star (u t) ⬝ᵥ (S' *ᵥ u t)
        + star (u t) ⬝ᵥ (S t *ᵥ u')) t := by
  have hi := hasDerivAt_pi.1 hu
  have h : HasDerivAt (fun s => ∑ i, star (u s i) * ∑ j, S s i j * u s j)
      (∑ i, (star (u' i) * ∑ j, S t i j * u t j
        + star (u t i) * ∑ j, (S' i j * u t j + S t i j * u' j))) t :=
    HasDerivAt.fun_sum fun i _ => (hi i).star.fun_mul
      (HasDerivAt.fun_sum fun j _ => (hS i j).fun_mul (hi j))
  refine h.congr_deriv ?_
  simp only [dotProduct, Matrix.mulVec, Pi.star_apply, Finset.sum_add_distrib, mul_add]
  ring

/-- For Hermitian `S` and `H` with `S` differentiable, a differentiable solution of
`i S u' = (H - i D) u` changes its squared norm at the rate `⟨u, (S' - D - D*) u⟩`. -/
theorem norm_rate {S : ℝ → Matrix n n ℂ} {S' H D : Matrix n n ℂ} {u : ℝ → n → ℂ}
    {u' : n → ℂ} {t : ℝ} (hS : HasMatDeriv S S' t) (hu : HasDerivAt u u' t)
    (hSh : (S t).IsHermitian) (hH : H.IsHermitian) (he : Evolves (S t) H D (u t) u') :
    HasDerivAt (fun s => normS (S s) (u s))
      (star (u t) ⬝ᵥ ((S' - D - Dᴴ) *ᵥ u t)) t := by
  refine (normS_deriv hS hu).congr_deriv ?_
  -- solve the equation of motion for `S u'`
  have hv : S t *ᵥ u' = (-Complex.I) • (H *ᵥ u t) - D *ᵥ u t := by
    ext i
    have h := congrFun he i
    simp only [Pi.smul_apply, Pi.sub_apply, smul_eq_mul] at h ⊢
    linear_combination (-Complex.I) * h
      + ((S t *ᵥ u') i + (D *ᵥ u t) i) * Complex.I_sq
  -- the overlap is Hermitian, so it may act on the velocity
  have h1 : star u' ⬝ᵥ (S t *ᵥ u t) = star (S t *ᵥ u') ⬝ᵥ u t := by
    rw [star_mulVec_dot, hSh.eq]
  rw [h1, hv]
  -- the two Hamiltonian terms cancel
  simp only [star_sub, star_smul, star_neg, Complex.star_def, Complex.conj_I,
    sub_dotProduct, smul_dotProduct, dotProduct_sub, dotProduct_smul,
    Matrix.sub_mulVec, star_mulVec_dot, hH.eq, smul_eq_mul]
  ring

/-- Norm conservation in PAW dynamics: for differentiable `T` and Hermitian `H`, every
differentiable solution of `i S u' = (H - i T* T') u` has the same `⟨u, S u⟩` at all times. -/
theorem paw_norm_conserved {T T' : ℝ → Matrix m n ℂ} {H : ℝ → Matrix n n ℂ}
    {u u' : ℝ → n → ℂ} (hT : ∀ t, HasMatDeriv T (T' t) t)
    (hu : ∀ t, HasDerivAt u (u' t) t) (hH : ∀ t, (H t).IsHermitian)
    (he : ∀ t, Evolves (overlap (T t)) (H t) ((T t)ᴴ * T' t) (u t) (u' t)) (t₁ t₂ : ℝ) :
    normS (overlap (T t₁)) (u t₁) = normS (overlap (T t₂)) (u t₂) := by
  have h0 : ∀ t, HasDerivAt (fun s => normS (overlap (T s)) (u s)) 0 t := by
    intro t
    refine (norm_rate (overlap_deriv (hT t)) (hu t)
      (Matrix.isHermitian_conjTranspose_mul_self (T t)) (hH t) (he t)).congr_deriv ?_
    -- the extra term and its adjoint add up to `S'`
    have hz : (T' t)ᴴ * T t + (T t)ᴴ * T' t - (T t)ᴴ * T' t - ((T t)ᴴ * T' t)ᴴ = 0 := by
      rw [Matrix.conjTranspose_mul, Matrix.conjTranspose_conjTranspose]
      abel
    rw [hz, Matrix.zero_mulVec, dotProduct_zero]
  exact is_const_of_deriv_eq_zero (fun t => (h0 t).differentiableAt)
    (fun t => (h0 t).deriv) t₁ t₂

/-- Without the extra term, a differentiable solution of `i S u' = H u` with Hermitian `H`
and differentiable `T` changes its squared norm at the rate `⟨u, S' u⟩`. -/
theorem norm_rate_without_term {T : ℝ → Matrix m n ℂ} {T' : Matrix m n ℂ}
    {H : Matrix n n ℂ} {u : ℝ → n → ℂ} {u' : n → ℂ} {t : ℝ} (hT : HasMatDeriv T T' t)
    (hu : HasDerivAt u u' t) (hH : H.IsHermitian)
    (he : Evolves (overlap (T t)) H 0 (u t) u') :
    HasDerivAt (fun s => normS (overlap (T s)) (u s))
      (star (u t) ⬝ᵥ ((T'ᴴ * T t + (T t)ᴴ * T') *ᵥ u t)) t :=
  (norm_rate (overlap_deriv hT) hu (Matrix.isHermitian_conjTranspose_mul_self (T t))
    hH he).congr_deriv (by rw [Matrix.conjTranspose_zero, sub_zero, sub_zero])

/-- For differentiable `T` and `u` with `T` invertible at time `t`, the all-electron state
`ψ = T u` obeys `i ψ' = K ψ` at `t` exactly when `i S u' = (T* K T - i T* T') u` there. -/
theorem all_electron_iff [DecidableEq n] {T : ℝ → Matrix n n ℂ} {T' K : Matrix n n ℂ}
    {u : ℝ → n → ℂ} {u' : n → ℂ} {t : ℝ} (hT : HasMatDeriv T T' t)
    (hu : HasDerivAt u u' t) (hdet : IsUnit (T t).det) :
    Complex.I • deriv (fun s => T s *ᵥ u s) t = K *ᵥ (T t *ᵥ u t) ↔
      Evolves (overlap (T t)) ((T t)ᴴ * K * T t) ((T t)ᴴ * T') (u t) u' := by
  have hψ : HasDerivAt (fun s => T s *ᵥ u s) (T' *ᵥ u t + T t *ᵥ u') t := by
    refine hasDerivAt_pi.2 fun i => ?_
    have h : HasDerivAt (fun s => ∑ j, T s i j * u s j)
        (∑ j, (T' i j * u t j + T t i j * u' j)) t :=
      HasDerivAt.fun_sum fun j _ => (hT i j).fun_mul (hasDerivAt_pi.1 hu j)
    refine h.congr_deriv ?_
    simp only [Pi.add_apply, Matrix.mulVec, dotProduct, Finset.sum_add_distrib]
  have hB : ((T t)⁻¹)ᴴ * (T t)ᴴ = 1 := by
    rw [← Matrix.conjTranspose_mul, Matrix.mul_nonsing_inv _ hdet, Matrix.conjTranspose_one]
  -- `T*` can be cancelled because `T` is invertible
  have inj : ∀ x y : n → ℂ, (T t)ᴴ *ᵥ x = (T t)ᴴ *ᵥ y → x = y := by
    intro x y h
    rw [← Matrix.one_mulVec x, ← Matrix.one_mulVec y, ← hB, ← Matrix.mulVec_mulVec,
      ← Matrix.mulVec_mulVec, h]
  have e1 : (T t)ᴴ *ᵥ (Complex.I • (T' *ᵥ u t + T t *ᵥ u')) =
      Complex.I • (((T t)ᴴ * T') *ᵥ u t) + Complex.I • (((T t)ᴴ * T t) *ᵥ u') := by
    rw [Matrix.mulVec_smul, Matrix.mulVec_add, smul_add, Matrix.mulVec_mulVec,
      Matrix.mulVec_mulVec]
  have e2 : (T t)ᴴ *ᵥ (K *ᵥ (T t *ᵥ u t)) = ((T t)ᴴ * K * T t) *ᵥ u t := by
    simp only [Matrix.mulVec_mulVec, Matrix.mul_assoc]
  rw [hψ.deriv, Evolves, overlap, eq_sub_iff_add_eq,
    add_comm (Complex.I • (((T t)ᴴ * T t) *ᵥ u')), ← e1, ← e2]
  exact ⟨fun h => by rw [h], fun h => inj _ _ h⟩

/-- A transformation of two orbitals that mixes the first into the second in proportion
to time. -/
def shear (t : ℝ) : Matrix (Fin 2) (Fin 2) ℂ := !![1, (t : ℂ); 0, 1]

/-- For the transformation `shear` and `H = 0`, the constant vector `(0, 1)` solves the
equation without the extra term, and its squared norm is `1 + t ^ 2`. -/
theorem shear_norm_not_conserved (t : ℝ) :
    HasMatDeriv shear !![0, 1; 0, 0] t ∧
      Evolves (overlap (shear t)) 0 0 ![0, 1] 0 ∧
      normS (overlap (shear t)) ![0, 1] = 1 + (t : ℂ) ^ 2 := by
  refine ⟨?_, ?_, ?_⟩
  · have h1 : HasDerivAt (fun s : ℝ => (s : ℂ)) 1 t := by
      simpa using (hasDerivAt_id t).ofReal_comp
    intro i j
    fin_cases i <;> fin_cases j
    · exact hasDerivAt_const t (1 : ℂ)
    · exact h1
    · exact hasDerivAt_const t (0 : ℂ)
    · exact hasDerivAt_const t (1 : ℂ)
  · simp [Evolves]
  · simp [normS, overlap, shear, Matrix.mulVec, dotProduct, Matrix.mul_apply,
      Fin.sum_univ_succ]
    ring

end

end PAWTimeEvolution
```

```lean
#print axioms PAWTimeEvolution.paw_norm_conserved
-- 'PAWTimeEvolution.paw_norm_conserved' depends on axioms: [propext, Classical.choice, Quot.sound]
#print axioms PAWTimeEvolution.norm_rate_without_term
-- 'PAWTimeEvolution.norm_rate_without_term' depends on axioms: [propext, Classical.choice, Quot.sound]
#print axioms PAWTimeEvolution.all_electron_iff
-- 'PAWTimeEvolution.all_electron_iff' depends on axioms: [propext, Classical.choice, Quot.sound]
#print axioms PAWTimeEvolution.shear_norm_not_conserved
-- 'PAWTimeEvolution.shear_norm_not_conserved' depends on axioms: [propext, Classical.choice, Quot.sound]
```

## A transformation that moves with the nuclei

In the projector augmented-wave method, an all-electron state $\psi$ is obtained from a smoother pseudo state with coefficients $u$ by $\psi = Tu$. The transformation $T$ depends on the nuclear positions, so it depends on time once the nuclei move. If the all-electron components refer to a fixed orthonormal basis, then

$$\langle\psi,\psi\rangle = \langle Tu,Tu\rangle = \langle u,Su\rangle,\qquad S = T^*T,$$

where $T^*$ is the conjugate transpose. The quantity to be conserved is therefore $\langle u,Su\rangle$, and $S$ itself can change in time.

Let the all-electron state obey $i\psi' = K\psi$, with a Hamiltonian matrix $K$, a prime for the time derivative and $\hbar = 1$. Since $\psi' = T'u + Tu'$, multiplication by $T^*$ gives

$$iT^*T'u + iSu' = T^*KTu .$$

With $H = T^*KT$ this is

$$iSu' = (H - iT^*T')u .$$

The term $-iT^*T'$ comes from differentiating $T$. If $T$ is invertible, so is $T^*$; it can then be cancelled again, and the two equations of motion are equivalent.

## The rate of change of the norm

The entries of the overlap matrix are $S_{ij} = \sum_k \overline{T_{ki}}\,T_{kj}$. Time is real, so complex conjugation commutes with the time derivative, and the product rule gives

$$S' = T'^*T + T^*T' .$$

Applied to the norm, the same rule gives

$$\frac{d}{dt}\langle u,Su\rangle = \langle u',Su\rangle + \langle u,S'u\rangle + \langle u,Su'\rangle .$$

Now let $u$ obey $iSu' = Hu - iDu$ with $H$ Hermitian and $D$ arbitrary. Multiplication by $-i$ yields $Su' = -iHu - Du$. The scalar product is antilinear in its first argument, and $S$ is Hermitian, so the two terms with a velocity are

$$\langle u',Su\rangle = \langle Su',u\rangle = i\langle u,Hu\rangle - \langle u,D^*u\rangle,$$

$$\langle u,Su'\rangle = -i\langle u,Hu\rangle - \langle u,Du\rangle .$$

The Hamiltonian contributions cancel in the sum, which leaves

$$\frac{d}{dt}\langle u,Su\rangle = \langle u,(S' - D - D^*)u\rangle .$$

For the PAW equation, $D = T^*T'$ and $D^* = T'^*T$. These add up to $S'$, so the rate is zero at every time and the norm is constant. For $D = 0$, the equation $iSu' = Hu$, the rate is $\langle u,S'u\rangle$.

That rate can differ from zero even without a Hamiltonian. Take $H = 0$ and

$$T(t) = \begin{pmatrix}1 & t\\ 0 & 1\end{pmatrix},\qquad u = \begin{pmatrix}0\\ 1\end{pmatrix}.$$

The constant vector $u$ solves $iSu' = 0$, while $Tu = (t,1)$ has squared norm $1+t^2$. A state normalised at $t=0$ has squared norm $2$ at $t=1$.

## What the Lean statements say

`T : ℝ → Matrix m n ℂ` is the transformation as a function of time. The finite index type `n` labels the pseudo coefficients and `m` the all-electron components. `HasMatDeriv T T' t` says that every entry of `T` has the corresponding entry of `T'` as its derivative at `t`. `overlap T` is $T^*T$, and `normS S u` is $\langle u,Su\rangle$, a squared norm that is typed as a complex number. `Evolves S H D u u'` is the equation $iSu' = Hu - iDu$ at one instant; the separate hypothesis `HasDerivAt u u' t` makes `u'` the actual velocity of the coefficients.

`paw_norm_conserved` assumes that, at all times, `T` and `u` are differentiable, `H t` is Hermitian and the PAW equation holds. It concludes that the squared norm is the same at any two times `t₁` and `t₂`. The matrix $T$ may be rectangular and need not be invertible. If it sends some nonzero $u$ to zero, $\langle u,Su\rangle$ is only the square of a seminorm, and the equation of motion need not determine all of $u'$, but the conservation statement still holds for any differentiable solution.

`norm_rate_without_term` concerns a single time and gives the rate $\langle u,S'u\rangle$ when `D` is zero. This rate may vanish for particular states or motions, so omitting the term does not spoil the norm in every case; `shear_norm_not_conserved` gives a case where it does.

`all_electron_iff` requires a square $T$ that is invertible at the time in question, expressed by `IsUnit (T t).det`. It states that $i\psi' = K\psi$ holds for $\psi = Tu$ exactly when the PAW equation holds with $H = T^*KT$. Here $K$ need not be Hermitian. If it is, then so is $T^*KT$, and the hypothesis on $H$ in the conservation theorem is met. This equivalence is what fixes the form of the extra term: by the general rate formula, $D = S'/2$ would conserve the norm as well, so conservation alone does not select $T^*T'$.

The Hermiticity of $H$ is an assumption. Physically, it stands for an electronic Hamiltonian without absorption or gain. The matrices $T(t)$ and $H(t)$ are given functions of time: the theorems neither construct $T$ from projectors and partial waves nor derive the nuclear trajectory, and they take a solution $u$ as given without showing that one exists. They treat one coefficient vector at a time, so the mutual orthogonality of several orbitals is not addressed.

For real-time electron dynamics with moving nuclei, the result shows that, for Hermitian $H$, including the term $-iT^*T'$ keeps the norm of each orbital constant in a finite-dimensional model with continuous time. It gives no bound on the norm error of a numerical integrator with finite time steps.

## From the product rule to a constant norm

`overlap_deriv` and `normS_deriv` are the two product rules. Each writes the matrix products as finite sums, differentiates every summand, and then identifies the result with the matrix expression. `star_mulVec_dot` is the rule $\langle Av,w\rangle = \langle v,A^*w\rangle$ for moving a matrix across the scalar product.

`norm_rate` carries out the central calculation. The step `hv` solves the equation of motion for $Su'$ by multiplying it by $-i$, component by component. The step `h1` uses the Hermiticity of $S$ to replace $\langle u',Su\rangle$ by $\langle Su',u\rangle$. After `hv` has been inserted in both places, the simplification moves $H$ and $D$ across the scalar product, and `ring` cancels the two Hamiltonian terms.

In `paw_norm_conserved`, the step `hz` is the identity $S' - T^*T' - (T^*T')^* = 0$. It gives derivative zero at every time, and `is_const_of_deriv_eq_zero` turns this into equality of the norm at any two times. `norm_rate_without_term` sets `D` to zero in the same general formula.

In `all_electron_iff`, `hψ` is the product rule for $Tu$. The steps `e1` and `e2` multiply the two sides of the all-electron equation by $T^*$, which gives the forward direction. The reverse direction uses `inj`: multiplication by $(T^{-1})^*$ undoes multiplication by $T^*$, so equality after multiplication implies equality before it.

For the example, `shear_norm_not_conserved` checks the derivative of the four matrix entries, the equation of motion with zero velocity, and the value $1+t^2$ by direct evaluation.
